# The relative error in solving $(z-H)x=b$ is at most the condition number times the relative residual

## Two levels, one close to resonance

Take a two-level Hamiltonian $H=\mathrm{diag}(0,\,0.99)$ and the energy $z=1$, in the same units. The matrix of the linear system is

$$M=z-H=\mathrm{diag}(1,\,0.01),\qquad M^{-1}=\mathrm{diag}(1,\,100).$$

For the source $b=(1,0)$ the exact solution of $Mx=b$ is $x=(1,0)$. Suppose that a solver returns $y=(1,\,0.5)$. Then $My=(1,\,0.005)$, and the residual is $b-My=(0,\,-0.005)$. Relative to $\|b\|=1$ the residual is half a per cent, while the error relative to $\|x\|=1$ is fifty per cent.

The factor of 100 between them comes from the second level. Its energy is so close to $z$ that $M$ almost annihilates a displacement along it, so a large error there leaves only a small residual. The inverse $M^{-1}$ undoes this and multiplies the residual by 100. Here $\|M\|=1$ and $\|M^{-1}\|=100$, so the factor equals the product $\|M\|\,\|M^{-1}\|$.

## What a small residual certifies

Systems of the form $(z-H)x=b$ occur when a Green's function is applied to a source vector, for instance in linear response. An iterative solver can compute the residual of its current vector, but not the error, since the solution is unknown. Once an upper bound for the condition number is known, the inequality below turns the residual into a bound on the error, for a bounded $H$ such as a Hamiltonian matrix in a finite basis, and in exact arithmetic. The residual alone does not supply the condition number.

Let $E$ be a complex normed space, $H$ a bounded operator on it, and $z$ a complex number for which $M=z-H$ has a bounded inverse $G=M^{-1}$. Write $r=b-My$ for the residual of a trial vector $y$, and

$$\kappa=\|M\|\,\|G\|$$

for the condition number, with operator norms. If $Mx=b$ and $b\neq0$, then $x\neq 0$ and

$$\frac{\|x-y\|}{\|x\|}\;\le\;\kappa\,\frac{\|r\|}{\|b\|}\qquad\text{for every } y .$$

Three further results accompany this one:

- a reverse estimate, $\|r\|\,\|x\|\le\kappa\,\|x-y\|\,\|b\|$;
- sharpness in finite nonzero dimension: for every such $H$ and $z$, and every $\varepsilon>0$, there are $x$, $y$ and $b$ with $\|r\|=\varepsilon$ that give equality;
- for Hermitian $H$ and $\operatorname{Im}z\neq0$, the bound $\|x-y\|\le\|r\|/|\operatorname{Im}z|$, which contains no condition number.

## From residual to error, and back

**The certificate.** Since $b=Mx$, the residual is $r=Mx-My=M(x-y)$. Applying $G$ gives

$$x-y=Gr,\qquad\text{hence}\qquad \|x-y\|\le\|G\|\,\|r\|.$$

The equation $b=Mx$ also gives $\|b\|\le\|M\|\,\|x\|$, and it shows that $x\neq0$, because $x=0$ would make $b=0$. Multiplying the two inequalities,

$$\|x-y\|\,\|b\|\le\|G\|\,\|r\|\,\|M\|\,\|x\|=\kappa\,\|r\|\,\|x\|,$$

and dividing by $\|x\|\,\|b\|>0$ gives the claim.

**The reverse estimate.** From $r=M(x-y)$ follows $\|r\|\le\|M\|\,\|x-y\|$, and from $x=Gb$ follows $\|x\|\le\|G\|\,\|b\|$. Their product is the stated inequality. For $b\ne0$ it says that the relative residual is at most $\kappa$ times the relative error.

**Sharpness.** Let $E$ be finite-dimensional and not $\{0\}$. The unit sphere is then compact, so the continuous function $v\mapsto\|Mv\|$ has a maximum on it, at some unit vector $u$. For any $v\neq0$, rescaling to $v/\|v\|$ gives $\|Mv\|\le\|Mu\|\,\|v\|$, so $\|Mu\|=\|M\|$. In the same way there is a unit vector $w$ with $\|Gw\|=\|G\|$. Put

$$x=u,\qquad b=Mu,\qquad y=u-\varepsilon\,Gw .$$

Here $b\neq0$ because $M$ is invertible and $u\ne0$. The residual is $r=M(\varepsilon Gw)=\varepsilon w$, of norm $\varepsilon$. The relative error is $\varepsilon\|Gw\|/\|u\|=\varepsilon\|G\|$, and the right-hand side is

$$\kappa\,\frac{\varepsilon}{\|Mu\|}=\|M\|\,\|G\|\,\frac{\varepsilon}{\|M\|}=\varepsilon\|G\|.$$

The two-level example has this structure, with $u=(1,0)$, $w=(0,-1)$ and $\varepsilon=0.005$.

**Hermitian $H$ off the real axis.** Let $v=x-y$, so that $r=Mv$. With an inner product that is linear in its second argument,

$$\langle v,Mv\rangle=z\,\|v\|^2-\langle v,Hv\rangle .$$

The expectation value $\langle v,Hv\rangle$ is real, so the imaginary part is $\operatorname{Im}z\,\|v\|^2$. The Cauchy–Schwarz inequality gives

$$|\operatorname{Im}z|\,\|v\|^2\le|\langle v,Mv\rangle|\le\|v\|\,\|Mv\| .$$

For $v\neq0$ one divides by $\|v\|$ and obtains $|\operatorname{Im}z|\,\|v\|\le\|r\|$; for $v=0$ this is trivial. When a response calculation replaces a real energy $\omega$ by $z=\omega+i\eta$ to broaden the spectrum, $|\operatorname{Im}z|$ is the broadening parameter $|\eta|$; for $\eta=0$ this bound does not apply.

## A dimer with numbers

Let two sites be coupled by a unit matrix element, and let $z=3/2$:

$$H=\begin{pmatrix}0&1\\1&0\end{pmatrix},\qquad M=\begin{pmatrix}3/2&-1\\-1&3/2\end{pmatrix}.$$

The eigenvalues of the symmetric matrix $M$ are $1/2$ and $5/2$. In the Euclidean norm this gives $\|M\|=5/2$, $\|G\|=2$ and $\kappa=5$.

Take $x=(1,0)$, so that $b=(1.5,\,-1)$ and $\|b\|\approx1.803$. For the trial vector $y=(0.9,\,-0.1)$ one finds $My=(1.45,\,-1.05)$ and $r=(0.05,\,0.05)$, with $\|r\|\approx0.0707$. The relative residual is about $0.039$, and the certificate bounds the relative error by about $0.196$. The true value is $\|(0.1,\,0.1)\|\approx0.141$.

## At resonance the residual does not bound the error

Move the upper level of the first example to $1$, so that $H=\mathrm{diag}(0,1)$ and $z=1$ is an eigenvalue. Then $M=\mathrm{diag}(1,0)$. With $b=(1,0)$ and $x=(1,0)$, every trial vector $y=(1,t)$ has residual zero, while its error is $|t|$. No finite constant in place of $\kappa$ could make the inequality true, so the hypothesis that $M$ is invertible cannot simply be dropped.

## How the Lean statement encodes this

The space `E` carries a norm and complex scalars, and nothing more is assumed of it in the certificate. Any norm on $\mathbb{C}^n$ is allowed, together with the operator norm that it induces. The type `E →L[ℂ] E` consists of the bounded linear operators, so unbounded Hamiltonians such as the kinetic energy on the full Hilbert space are not covered.

| Lean | Physics |
|---|---|
| `shifted H z` | $M=z-H$ |
| `green H z` | $G=(z-H)^{-1}$, Mathlib's `resolvent` |
| `residual H z b y` | $r=b-My$ |
| `cond H z` | $\kappa=\lVert M\rVert\,\lVert G\rVert$ |
| `z ∈ resolventSet ℂ H` | $M$ has a bounded inverse |

The theorem `relative_error_le` takes as hypotheses that `z` is in the resolvent set, that `shifted H z x = b`, and that `b ≠ 0`. Its conclusion is a conjunction: `x ≠ 0`, and the inequality for the given `y`. The first part guarantees that the quotient on the left is a genuine relative error. Nothing is assumed about how `y` was obtained.

In `certificate_sharp` the space is in addition finite-dimensional and nontrivial. The source `b` is part of what the theorem supplies: equality is reached for some source, and for a given one the bound may be loose, as in the dimer.

The theorem `hermitian_error_le` works in a complex inner product space `F`. Hermiticity is the condition $\langle Hu,v\rangle=\langle u,Hv\rangle$ for all $u,v$. Membership in the resolvent set is not assumed there; a solution `x` is given, and `z.im ≠ 0` does the rest.

## The complete file

```lean
import Mathlib

namespace ResidualCertificate

noncomputable section

variable {E : Type*} [NormedAddCommGroup E] [NormedSpace ℂ E]

/-- The shifted Hamiltonian `M = z - H`. -/
def shifted (H : E →L[ℂ] E) (z : ℂ) : E →L[ℂ] E :=
  algebraMap ℂ (E →L[ℂ] E) z - H

/-- The Green's operator `G(z) = (z - H)⁻¹` for `z` in the resolvent set; elsewhere the value is
`0`. -/
def green (H : E →L[ℂ] E) (z : ℂ) : E →L[ℂ] E :=
  resolvent H z

/-- The residual `b - (z - H) y` of a trial solution `y`. -/
def residual (H : E →L[ℂ] E) (z : ℂ) (b y : E) : E :=
  b - shifted H z y

/-- The condition number `κ = ‖z - H‖ ‖(z - H)⁻¹‖` in operator norm, for `z` in the resolvent set;
elsewhere the value is `0`. -/
def cond (H : E →L[ℂ] E) (z : ℂ) : ℝ :=
  ‖shifted H z‖ * ‖green H z‖

/-- The shifted Hamiltonian acts as `v ↦ z v - H v`. -/
theorem shifted_apply (H : E →L[ℂ] E) (z : ℂ) (v : E) :
    shifted H z v = z • v - H v := by
  simp [shifted, Algebra.algebraMap_eq_smul_one]

/-- On the resolvent set the Green's operator is a two-sided inverse of `z - H`. -/
theorem green_inverse {H : E →L[ℂ] E} {z : ℂ} (hz : z ∈ resolventSet ℂ H) (v : E) :
    green H z (shifted H z v) = v ∧ shifted H z (green H z v) = v := by
  have hu : IsUnit (shifted H z) := hz
  have h1 : green H z * shifted H z = 1 := Ring.inverse_mul_cancel _ hu
  have h2 : shifted H z * green H z = 1 := Ring.mul_inverse_cancel _ hu
  exact ⟨DFunLike.congr_fun h1 v, DFunLike.congr_fun h2 v⟩

/-- For `z` in the resolvent set, the error of a trial solution is the Green's operator applied to
its residual. -/
theorem error_eq_green_residual {H : E →L[ℂ] E} {z : ℂ} (hz : z ∈ resolventSet ℂ H)
    {x b : E} (hx : shifted H z x = b) (y : E) :
    x - y = green H z (residual H z b y) := by
  rw [residual, ← hx, ← map_sub, (green_inverse hz _).1]

/-- Residual certificate: let `z` be in the resolvent set. If `(z - H) x = b` with `b ≠ 0`, then `x
≠ 0`, and the relative error of any trial solution `y` is at most `κ` times its relative residual.
-/
theorem relative_error_le {H : E →L[ℂ] E} {z : ℂ} (hz : z ∈ resolventSet ℂ H)
    {x b : E} (hx : shifted H z x = b) (hb : b ≠ 0) (y : E) :
    x ≠ 0 ∧ ‖x - y‖ / ‖x‖ ≤ cond H z * (‖residual H z b y‖ / ‖b‖) := by
  have hx0 : x ≠ 0 := by
    intro h
    apply hb
    rw [← hx, h, map_zero]
  refine ⟨hx0, ?_⟩
  -- the error is controlled by the residual, the source by the solution
  have h1 : ‖x - y‖ ≤ ‖green H z‖ * ‖residual H z b y‖ := by
    rw [error_eq_green_residual hz hx y]
    exact (green H z).le_opNorm _
  have h2 : ‖b‖ ≤ ‖shifted H z‖ * ‖x‖ := by
    rw [← hx]
    exact (shifted H z).le_opNorm _
  rw [← mul_div_assoc, div_le_div_iff₀ (norm_pos_iff.mpr hx0) (norm_pos_iff.mpr hb)]
  calc ‖x - y‖ * ‖b‖
      ≤ (‖green H z‖ * ‖residual H z b y‖) * (‖shifted H z‖ * ‖x‖) :=
        mul_le_mul h1 h2 (norm_nonneg _) (by positivity)
    _ = cond H z * ‖residual H z b y‖ * ‖x‖ := by
        unfold cond
        ring

/-- Reverse estimate for `z` in the resolvent set, in product form: the residual relative to the
source is at most `κ` times the error relative to the solution. -/
theorem residual_mul_le {H : E →L[ℂ] E} {z : ℂ} (hz : z ∈ resolventSet ℂ H)
    {x b : E} (hx : shifted H z x = b) (y : E) :
    ‖residual H z b y‖ * ‖x‖ ≤ cond H z * ‖x - y‖ * ‖b‖ := by
  have h1 : ‖residual H z b y‖ ≤ ‖shifted H z‖ * ‖x - y‖ := by
    rw [residual, ← hx, ← map_sub]
    exact (shifted H z).le_opNorm _
  have h2 : ‖x‖ ≤ ‖green H z‖ * ‖b‖ := by
    have h := (green H z).le_opNorm b
    rwa [← hx, (green_inverse hz x).1, hx] at h
  calc ‖residual H z b y‖ * ‖x‖
      ≤ (‖shifted H z‖ * ‖x - y‖) * (‖green H z‖ * ‖b‖) :=
        mul_le_mul h1 h2 (norm_nonneg _) (by positivity)
    _ = cond H z * ‖x - y‖ * ‖b‖ := by
        unfold cond
        ring

/-- In finite nonzero dimension every operator attains its norm on some unit vector. -/
theorem exists_norm_attained [FiniteDimensional ℂ E] [Nontrivial E] (A : E →L[ℂ] E) :
    ∃ u : E, ‖u‖ = 1 ∧ ‖A u‖ = ‖A‖ := by
  have : ProperSpace E := FiniteDimensional.proper ℂ E
  have unit : ∀ v : E, v ≠ 0 → ‖((‖v‖ : ℂ)⁻¹) • v‖ = 1 := by
    intro v hv
    rw [norm_smul, norm_inv, Complex.norm_real, norm_norm,
      inv_mul_cancel₀ (norm_ne_zero_iff.mpr hv)]
  obtain ⟨v₀, hv₀⟩ := exists_ne (0 : E)
  -- a continuous function has a maximum on the compact unit sphere
  obtain ⟨u, hu, hmax⟩ := (isCompact_sphere (0 : E) 1).exists_isMaxOn
    ⟨_, mem_sphere_zero_iff_norm.mpr (unit v₀ hv₀)⟩ A.continuous.norm.continuousOn
  have hu1 : ‖u‖ = 1 := mem_sphere_zero_iff_norm.mp hu
  refine ⟨u, hu1, le_antisymm ?_ ?_⟩
  · simpa [hu1] using A.le_opNorm u
  · refine A.opNorm_le_bound (norm_nonneg _) fun v => ?_
    by_cases hv : v = 0
    · simp [hv]
    · have h : ‖A (((‖v‖ : ℂ)⁻¹) • v)‖ ≤ ‖A u‖ :=
        hmax (mem_sphere_zero_iff_norm.mpr (unit v hv))
      rw [map_smul, norm_smul, norm_inv, Complex.norm_real, norm_norm] at h
      rwa [inv_mul_le_iff₀ (norm_pos_iff.mpr hv), mul_comm] at h

/-- Sharpness: in finite nonzero dimension, for every `H`, every `z` in the resolvent set and every
residual size `ε > 0`, some source and trial solution turn the certificate into an equality. -/
theorem certificate_sharp [FiniteDimensional ℂ E] [Nontrivial E] {H : E →L[ℂ] E} {z : ℂ}
    (hz : z ∈ resolventSet ℂ H) {ε : ℝ} (hε : 0 < ε) :
    ∃ x y b : E, shifted H z x = b ∧ b ≠ 0 ∧ ‖residual H z b y‖ = ε ∧
      ‖x - y‖ / ‖x‖ = cond H z * (‖residual H z b y‖ / ‖b‖) := by
  obtain ⟨u, hu, hMu⟩ := exists_norm_attained (shifted H z)
  obtain ⟨w, hw, hGw⟩ := exists_norm_attained (green H z)
  have hb : shifted H z u ≠ 0 := by
    intro h
    have h0 := (green_inverse hz u).1
    rw [h, map_zero] at h0
    rw [← h0, norm_zero] at hu
    exact zero_ne_one hu
  have hM : ‖shifted H z‖ ≠ 0 := by
    rw [← hMu]
    exact norm_ne_zero_iff.mpr hb
  have hεn : ‖(ε : ℂ)‖ = ε := by
    rw [Complex.norm_real, Real.norm_eq_abs, abs_of_pos hε]
  -- the trial solution is chosen so that its residual is `ε w`, and `G` amplifies `w` the most
  have hr : ‖residual H z (shifted H z u) (u - green H z ((ε : ℂ) • w))‖ = ε := by
    rw [residual, map_sub, (green_inverse hz _).2, sub_sub_cancel, norm_smul, hεn, hw, mul_one]
  refine ⟨u, u - green H z ((ε : ℂ) • w), shifted H z u, rfl, hb, hr, ?_⟩
  rw [hr, sub_sub_cancel, map_smul, norm_smul, hεn, hGw, hu, hMu, cond]
  field_simp

/-- For a Hermitian Hamiltonian and `Im z ≠ 0`, the error of a trial solution is at most
the norm of its residual divided by `|Im z|`. -/
theorem hermitian_error_le {F : Type*} [NormedAddCommGroup F] [InnerProductSpace ℂ F]
    {H : F →L[ℂ] F} (hH : ∀ u v : F, inner ℂ (H u) v = inner ℂ u (H v))
    {z : ℂ} (hz : z.im ≠ 0) {x b : F} (hx : shifted H z x = b) (y : F) :
    ‖x - y‖ ≤ ‖residual H z b y‖ / |z.im| := by
  have hr : residual H z b y = shifted H z (x - y) := by
    rw [residual, ← hx, ← map_sub]
  rw [hr, le_div_iff₀ (abs_pos.mpr hz)]
  generalize x - y = v
  by_cases hv : v = 0
  · simp [hv]
  -- the expectation value of `H` is real, so only `z` contributes an imaginary part
  have hreal : (inner ℂ v (H v)).im = 0 := by
    apply Complex.conj_eq_iff_im.mp
    rw [inner_conj_symm, hH]
  have hself : inner ℂ v v = ((‖v‖ ^ 2 : ℝ) : ℂ) :=
    (inner_self_eq_norm_sq_to_K (𝕜 := ℂ) v).trans (Complex.ofReal_pow _ _).symm
  have him : (inner ℂ v (shifted H z v)).im = z.im * ‖v‖ ^ 2 := by
    rw [shifted_apply, inner_sub_right, inner_smul_right, hself, Complex.sub_im, hreal,
      Complex.im_mul_ofReal, sub_zero]
  have hcs : |z.im| * ‖v‖ ^ 2 ≤ ‖v‖ * ‖shifted H z v‖ := by
    have h := (Complex.abs_im_le_norm _).trans (norm_inner_le_norm (𝕜 := ℂ) v (shifted H z v))
    rwa [him, abs_mul, abs_of_nonneg (sq_nonneg ‖v‖)] at h
  have hmul : ‖v‖ * (‖v‖ * |z.im|) ≤ ‖v‖ * ‖shifted H z v‖ := by
    calc ‖v‖ * (‖v‖ * |z.im|) = |z.im| * ‖v‖ ^ 2 := by ring
      _ ≤ ‖v‖ * ‖shifted H z v‖ := hcs
  exact le_of_mul_le_mul_left hmul (norm_pos_iff.mpr hv)

end

end ResidualCertificate
```

```lean
#print axioms ResidualCertificate.relative_error_le
#print axioms ResidualCertificate.residual_mul_le
#print axioms ResidualCertificate.certificate_sharp
#print axioms ResidualCertificate.hermitian_error_le
```

```
'ResidualCertificate.relative_error_le' depends on axioms: [propext, Classical.choice, Quot.sound]
'ResidualCertificate.residual_mul_le' depends on axioms: [propext, Classical.choice, Quot.sound]
'ResidualCertificate.certificate_sharp' depends on axioms: [propext, Classical.choice, Quot.sound]
'ResidualCertificate.hermitian_error_le' depends on axioms: [propext, Classical.choice, Quot.sound]
```

## How the proof follows the derivation

**Inverse and error.** `shifted_apply` confirms that $M$ acts as $v\mapsto zv-Hv$. In `green_inverse`, membership in the resolvent set is by definition the statement that $M$ is a unit in the algebra of bounded operators. The two products $GM=1$ and $MG=1$ follow, and each is then evaluated at a vector. `error_eq_green_residual` is the identity $x-y=Gr$: it replaces $b$ by $Mx$, collects $Mx-My$ into $M(x-y)$ with `map_sub`, and cancels $G$ against $M$.

**The two estimates.** In `relative_error_le`, `hx0` is the argument that $x=0$ would force $b=0$. The steps `h1` and `h2` are the bounds on $\|x-y\|$ and $\|b\|$, both from `le_opNorm`, which is $\|Av\|\le\|A\|\,\|v\|$. The lemma `div_le_div_iff₀` clears the positive denominators, and the `calc` block multiplies the two bounds. `residual_mul_le` has the same shape with $M$ and $G$ exchanged. Its product form involves no division, so it does not require `b ≠ 0`.

**Attained norms.** `exists_norm_attained` is the compactness argument. The local fact `unit` states that $v/\|v\|$ has norm one; it shows that the sphere is not empty and later serves for the rescaling. `isCompact_sphere` supplies the maximiser `u`. The equality $\|Au\|=\|A\|$ is proved as two inequalities, of which the second uses `opNorm_le_bound`: a constant $C\ge0$ with $\|Av\|\le C\|v\|$ for all $v$ is at least $\|A\|$.

**Equality.** `certificate_sharp` applies that lemma to $M$ and to $G$ and inserts the vectors chosen above. The step `hb` shows $Mu\neq0$, `hM` deduces $\|M\|\neq0$, and `hr` computes the residual norm $\varepsilon$. After rewriting, what remains is the cancellation of $\|M\|$, which `field_simp` carries out.

**The Hermitian bound.** `hermitian_error_le` first rewrites the residual as $M(x-y)$ and then calls the difference `v`, since only this vector matters from there on. `hreal` shows that $\langle v,Hv\rangle$ equals its own conjugate and so has no imaginary part. `him` gives the imaginary part of $\langle v,Mv\rangle$, and `hcs` combines it with Cauchy–Schwarz. The last line cancels one factor $\|v\|$, which is positive because the case $v=0$ was settled beforehand.
